# At positive temperature, no pure phase of a regular solution is stable against taking up the other component

In a regular solution at any positive temperature, a pure phase can always lower the free energy by dissolving a little of the other component, however strongly the two components repel each other. The argument I know is one line long: the slope of the free energy of mixing contains \(kT\log x\), which goes to minus infinity. Can this be proved in full and checked by machine, including the case where the pure phase coexists with a second phase?

## The logarithm beats any interaction energy

Yes, and coexistence is covered too. Let \(x\in[0,1]\) be the fraction of the second component, \(kT>0\) the thermal energy and \(W\) any real number. The free energy of mixing per particle is

\[
G(x)=W\,x(1-x)+kT\,\bigl[x\log x+(1-x)\log(1-x)\bigr].
\]

The constant \(W\) stands for the mean-field energy cost of unlike neighbours relative to like ones; positive \(W\) favours demixing. The bracket is minus the ideal entropy of random mixing, in units of \(k\).

**The ends.** Since \(u\log u\to0\) as \(u\to0^+\), \(G\) is continuous up to both ends, with \(G(0)=G(1)=0\). Exchanging the components gives \(G(1-x)=G(x)\).

**The slope.** For \(0<x<1\), the product rule gives \(\log x+1\) from the first entropy term and \(-\log(1-x)-1\) from the second, so

\[
G'(x)=W(1-2x)+kT\,[\log x-\log(1-x)].
\]

As \(x\to0^+\), everything except \(kT\log x\) tends to the finite value \(W\), so \(G'(x)\to-\infty\). By symmetry \(G'(x)=-G'(1-x)\), so \(G'(x)\to+\infty\) as \(x\to1^-\).

**How small is small enough.** Take any slope \(m\) and suppose that \(0<x<1\) and

\[
x\le\exp\!\left(\frac{m-\max(W,0)}{kT}\right).
\]

Then \(kT\log x\le m-\max(W,0)\), while \(W(1-x)\le\max(W,0)\). Adding these and multiplying by \(x\) gives

\[
x\,[W(1-x)+kT\log x]\le m x.
\]

The remaining term of \(G\), \(kT(1-x)\log(1-x)\), is strictly negative, so \(G(x)<mx\). With \(m=0\) this says \(G(x)<0\). With general \(m\) it says that no straight line through the pure-phase point lies below the curve.

**Coexistence.** Let a fraction \(t\in(0,1)\) of the particles be in a phase of composition \(y\in(0,1]\) and the rest in the pure phase \(x=0\). The overall composition is \(ty\) and the free energy per particle is \(tG(y)\). Set \(m=G(y)/y\), the slope of the chord between the two phases, and choose \(x\) with \(0<x<ty\) and \(G(x)<mx\). The lever rule gives the new fraction of the \(y\) phase,

\[
s=\frac{ty-x}{y-x}\in(0,1),\qquad (1-s)x+sy=ty.
\]

The new free energy is strictly lower:

\[
(1-s)G(x)+sG(y)<m\,[(1-s)x+sy]=m\,t\,y=tG(y).
\]

## What the Lean theorems say

`freeEnergy W kT x` is \(G(x)\). The thermal energy `kT` is a single real variable, and `hkT : 0 < kT` is the only condition on the parameters; `W` is unrestricted. Mathlib sets `Real.log 0 = 0`, which supplies the convention \(0\log0=0\), and `continuous_freeEnergy` confirms that the end values are the true limits.

`no_pure_phase_stable` makes three statements at each end. The filter `𝓝[>] 0` means approach to 0 from above, and `Tendsto … atBot` means divergence to minus infinity. The quantifier `∀ᶠ x in 𝓝[>] 0` means "for all \(x\) in some interval \((0,\delta)\)". At \(x=1\) the approach is from below and the slope goes to `atTop`.

Here \(G<0\) compares the solution with the same amounts of the two components kept apart. A sample with none of the second component has nothing to dissolve, so the instability concerns a pure phase that can exchange matter. `pure_phase_never_coexists` expresses this at fixed overall composition: for every `y` in `Ioc 0 1` and `t` in `Ioo 0 1` there are a composition `x` and a fraction `s`, both strictly between 0 and 1, that keep the overall composition and lower the total free energy. It is stated for the pure phase at \(x=0\); relabelling the components gives the other end.

The model has one constant \(W\), ideal mixing entropy and a continuous composition. All phases lie on the same curve \(G\), so a pure solid with a different crystal structure from the solution is not described. Interface energies are absent as well.

```lean
import Mathlib

open Filter Topology Set

namespace RegularSolution

noncomputable section

/-- Free energy of mixing per particle of a binary regular solution at composition `x` in `[0, 1]`,
with interaction parameter `W` and thermal energy `kT`; at the ends `0 log 0` is read as `0`. -/
def freeEnergy (W kT x : ℝ) : ℝ :=
  W * x * (1 - x) + kT * (x * Real.log x + (1 - x) * Real.log (1 - x))

/-- The free energy is continuous in the composition, the two pure phases included. -/
theorem continuous_freeEnergy (W kT : ℝ) : Continuous (freeEnergy W kT) := by
  have h := Real.continuous_mul_log
  have h1 : Continuous fun x : ℝ => (1 - x) * Real.log (1 - x) :=
    h.comp (continuous_const.sub continuous_id)
  have h2 : Continuous fun x : ℝ => W * x * (1 - x) := by fun_prop
  exact h2.add (continuous_const.mul (h.add h1))

/-- Exchanging the two components leaves the free energy unchanged. -/
theorem freeEnergy_symm (W kT x : ℝ) : freeEnergy W kT (1 - x) = freeEnergy W kT x := by
  unfold freeEnergy
  rw [sub_sub_cancel]
  ring

/-- The slope of the free energy at a composition strictly between the pure phases. -/
theorem hasDerivAt_freeEnergy (W kT : ℝ) {x : ℝ} (hx0 : 0 < x) (hx1 : x < 1) :
    HasDerivAt (freeEnergy W kT)
      (W * (1 - 2 * x) + kT * (Real.log x - Real.log (1 - x))) x := by
  have hne : 1 - x ≠ 0 := (sub_pos.mpr hx1).ne'
  have h1 := (hasDerivAt_id' x).fun_mul (Real.hasDerivAt_log hx0.ne')
  have h2 : HasDerivAt (fun y : ℝ => 1 - y) (-1) x := by
    simpa using (hasDerivAt_id' x).const_sub 1
  have h3 := h2.fun_mul (h2.log hne)
  have h4 := ((hasDerivAt_id' x).const_mul W).fun_mul h2
  have h5 := h4.fun_add ((h1.fun_add h3).const_mul kT)
  have e1 : x * x⁻¹ = 1 := mul_inv_cancel₀ hx0.ne'
  have e2 : (1 - x) * (-1 / (1 - x)) = -1 := by field_simp
  refine h5.congr_deriv ?_
  linear_combination kT * e1 + kT * e2

/-- At positive temperature the slope of the free energy tends to minus infinity as the
composition tends to `0` from above. -/
theorem tendsto_slope_zero (W : ℝ) {kT : ℝ} (hkT : 0 < kT) :
    Tendsto (deriv (freeEnergy W kT)) (𝓝[>] 0) atBot := by
  -- everything except `kT log x` stays finite
  have hl : ContinuousAt (fun x : ℝ => Real.log (1 - x)) 0 :=
    ContinuousAt.log (by fun_prop) (by norm_num)
  have hc : ContinuousAt (fun x : ℝ => W * (1 - 2 * x) - kT * Real.log (1 - x)) 0 :=
    ContinuousAt.sub (by fun_prop) (continuousAt_const.mul hl)
  have hlim : Tendsto
      (fun x : ℝ => (W * (1 - 2 * x) - kT * Real.log (1 - x)) + kT * Real.log x)
      (𝓝[>] 0) atBot :=
    (hc.tendsto.mono_left nhdsWithin_le_nhds).add_atBot
      (Real.tendsto_log_nhdsGT_zero.const_mul_atBot hkT)
  refine hlim.congr' ?_
  filter_upwards [Ioo_mem_nhdsGT (one_pos : (0 : ℝ) < 1)] with x hx
  rw [(hasDerivAt_freeEnergy W kT hx.1 hx.2).deriv]
  ring

/-- At positive temperature the free energy lies strictly below the line of slope `m` through the
pure phase at every composition `0 < x < 1` with `x ≤ exp ((m - max W 0) / kT)`. -/
theorem freeEnergy_lt_line {W kT m x : ℝ} (hkT : 0 < kT) (hx0 : 0 < x) (hx1 : x < 1)
    (hx : x ≤ Real.exp ((m - max W 0) / kT)) : freeEnergy W kT x < m * x := by
  have hlog : Real.log x * kT ≤ m - max W 0 :=
    (le_div_iff₀ hkT).mp ((Real.log_le_iff_le_exp hx0).mpr hx)
  have hneg : (1 - x) * Real.log (1 - x) < 0 :=
    mul_neg_of_pos_of_neg (by linarith) (Real.log_neg (by linarith) (by linarith))
  have hW : W * (1 - x) ≤ max W 0 := by
    nlinarith [mul_nonneg (sub_nonneg.mpr (le_max_left W 0)) (sub_nonneg.mpr hx1.le),
      mul_nonneg (le_max_right W 0) hx0.le]
  -- the entropy of the solute outweighs both the interaction and the slope
  have h5 : x * (W * (1 - x) + Real.log x * kT) ≤ x * m :=
    mul_le_mul_of_nonneg_left (by linarith) hx0.le
  have h6 := mul_neg_of_pos_of_neg hkT hneg
  unfold freeEnergy
  nlinarith [h5, h6]

/-- At positive temperature, whatever the slope `m`, the free energy lies strictly below the line
of slope `m` through the pure phase at all small enough `x > 0`. -/
theorem eventually_lt_line (W m : ℝ) {kT : ℝ} (hkT : 0 < kT) :
    ∀ᶠ x in 𝓝[>] (0 : ℝ), freeEnergy W kT x < m * x := by
  filter_upwards [Ioo_mem_nhdsGT (one_pos : (0 : ℝ) < 1),
    Ioo_mem_nhdsGT (Real.exp_pos ((m - max W 0) / kT))] with x h1 h2
  exact freeEnergy_lt_line hkT h1.1 h1.2 h2.2.le

/-- No pure phase is stable: at positive temperature and for any `W`, the slope of the free energy
tends to minus infinity at `x = 0` and to plus infinity at `x = 1`, and near either end the
solution has a strictly lower free energy than the pure phases, for which it is zero. -/
theorem no_pure_phase_stable (W : ℝ) {kT : ℝ} (hkT : 0 < kT) :
    (Tendsto (deriv (freeEnergy W kT)) (𝓝[>] 0) atBot ∧
      freeEnergy W kT 0 = 0 ∧ ∀ᶠ x in 𝓝[>] (0 : ℝ), freeEnergy W kT x < 0) ∧
    (Tendsto (deriv (freeEnergy W kT)) (𝓝[<] 1) atTop ∧
      freeEnergy W kT 1 = 0 ∧ ∀ᶠ x in 𝓝[<] (1 : ℝ), freeEnergy W kT x < 0) := by
  have hneg : ∀ᶠ x in 𝓝[>] (0 : ℝ), freeEnergy W kT x < 0 := by
    filter_upwards [eventually_lt_line W 0 hkT] with x hx
    linarith
  -- the exchange `x ↦ 1 - x` carries one end to the other
  have hmap : Tendsto (fun x : ℝ => 1 - x) (𝓝[<] 1) (𝓝[>] 0) := by
    apply tendsto_nhdsWithin_of_tendsto_nhds_of_eventually_within
    · have hc : ContinuousAt (fun x : ℝ => 1 - x) 1 := by fun_prop
      have ht := hc.tendsto.mono_left (nhdsWithin_le_nhds (s := Iio (1 : ℝ)))
      simpa using ht
    · filter_upwards [self_mem_nhdsWithin] with x hx
      exact mem_Ioi.mpr (sub_pos.mpr (mem_Iio.mp hx))
  refine ⟨⟨tendsto_slope_zero W hkT, by simp [freeEnergy], hneg⟩, ?_,
    by simp [freeEnergy], ?_⟩
  · have hlim : Tendsto (fun x : ℝ => -deriv (freeEnergy W kT) (1 - x)) (𝓝[<] 1) atTop :=
      tendsto_neg_atBot_atTop.comp ((tendsto_slope_zero W hkT).comp hmap)
    refine hlim.congr' ?_
    filter_upwards [Ioo_mem_nhdsLT (one_pos : (0 : ℝ) < 1)] with x hx
    rw [(hasDerivAt_freeEnergy W kT hx.1 hx.2).deriv,
      (hasDerivAt_freeEnergy W kT (sub_pos.mpr hx.2) (by linarith [hx.1])).deriv,
      sub_sub_cancel]
    ring
  · filter_upwards [hmap.eventually hneg] with x hx
    rwa [freeEnergy_symm] at hx

/-- At positive temperature, a two-phase assembly of the pure phase `x = 0` and a phase of
composition `y` (fraction `t`) can always lower its free energy at fixed overall composition by
replacing the pure phase with an impure one and adjusting the phase fractions. -/
theorem pure_phase_never_coexists (W : ℝ) {kT y t : ℝ} (hkT : 0 < kT)
    (hy : y ∈ Ioc (0 : ℝ) 1) (ht : t ∈ Ioo (0 : ℝ) 1) :
    ∃ x ∈ Ioo (0 : ℝ) 1, ∃ s ∈ Ioo (0 : ℝ) 1, (1 - s) * x + s * y = t * y ∧
      (1 - s) * freeEnergy W kT x + s * freeEnergy W kT y <
        (1 - t) * freeEnergy W kT 0 + t * freeEnergy W kT y := by
  -- `m` is the slope of the chord from the pure phase to the phase `y`
  obtain ⟨m, hm⟩ : ∃ m, freeEnergy W kT y = m * y :=
    ⟨freeEnergy W kT y / y, (div_mul_cancel₀ _ hy.1.ne').symm⟩
  have hsmall : ∀ᶠ x in 𝓝[>] (0 : ℝ), x ∈ Ioo (0 : ℝ) (t * y) :=
    Ioo_mem_nhdsGT (mul_pos ht.1 hy.1)
  obtain ⟨x, hx, hx0, hxt⟩ := ((eventually_lt_line W m hkT).and hsmall).exists
  have hty : t * y < y := by nlinarith [mul_pos (sub_pos.mpr ht.2) hy.1]
  have hyx : 0 < y - x := by linarith
  -- the lever rule fixes the new phase fraction
  obtain ⟨s, hs0, hs1, hs⟩ : ∃ s : ℝ, 0 < s ∧ s < 1 ∧ s * (y - x) = t * y - x :=
    ⟨(t * y - x) / (y - x), div_pos (by linarith) hyx,
      (div_lt_one hyx).mpr (by linarith), div_mul_cancel₀ _ hyx.ne'⟩
  have hb : (1 - s) * x + s * y = t * y := by linear_combination hs
  refine ⟨x, ⟨hx0, by linarith [hy.2]⟩, s, ⟨hs0, hs1⟩, hb, ?_⟩
  have h0 : freeEnergy W kT 0 = 0 := by simp [freeEnergy]
  have h1 := mul_lt_mul_of_pos_left hx (sub_pos.mpr hs1)
  have h2 : m * ((1 - s) * x + s * y) = m * (t * y) := by rw [hb]
  rw [hm, h0]
  nlinarith [h1, h2]

end

end RegularSolution
```

```lean
#print axioms RegularSolution.continuous_freeEnergy
#print axioms RegularSolution.no_pure_phase_stable
#print axioms RegularSolution.pure_phase_never_coexists
```

```
'RegularSolution.continuous_freeEnergy' depends on axioms: [propext, Classical.choice, Quot.sound]
'RegularSolution.no_pure_phase_stable' depends on axioms: [propext, Classical.choice, Quot.sound]
'RegularSolution.pure_phase_never_coexists' depends on axioms: [propext, Classical.choice, Quot.sound]
```

## From the slope to the lever rule in Lean

`continuous_freeEnergy` rests on Mathlib's continuity of \(u\log u\), and `freeEnergy_symm` is algebra. `hasDerivAt_freeEnergy` assembles the product rule; its facts `e1` and `e2` are the \(+1\) and \(-1\) that cancel in the slope.

In `tendsto_slope_zero`, `hc` shows that the part without \(kT\log x\) is continuous at 0, and `add_atBot` adds the divergent logarithm to it. The step with `congr'` then identifies this sum with the derivative on \((0,1)\), the only region where the formula is needed.

`freeEnergy_lt_line` contains the explicit bound. Its facts `hlog`, `hW` and `hneg` are the three inequalities used above, `h5` is the one multiplied by \(x\), and `nlinarith` combines them. `eventually_lt_line` restates the bound for all small enough \(x\).

`no_pure_phase_stable` takes \(m=0\) for the sign of \(G\) near 0. The fact `hmap` says that \(1-x\) approaches 0 from above when \(x\) approaches 1 from below, which carries both the slope and the sign to the other end.

`pure_phase_never_coexists` chooses \(m\), \(x\) and \(s\) in the same order as the derivation. `hb` is the conserved composition, `h1` is \(G(x)<mx\) multiplied by \(1-s\), and `h2` inserts the lever rule.

## Zero temperature breaks it

Set \(kT=0\) and \(W=1\). Then \(G(x)=x(1-x)\), which is positive between the ends, and its slope at \(x=0\) is \(+1\). Two coexisting pure phases have total free energy 0, and replacing one of them by an impure phase raises it to \((1-s)\,x(1-x)>0\). Both pure phases are now stable, so the condition \(kT>0\) is essential.

## A composition grid can miss the solubility

Suppose a program samples \(G\) at steps of 0.01 and takes the lower convex hull, with \(W/kT=10\). At \(x=0.01\) it finds \(G/kT\approx0.043\), and every other interior grid point is positive too. The hull therefore joins the two pure phases, and the program reports zero mutual solubility. The actual minimum near the left end is at \(x\approx4.5\times10^{-5}\), close to \(e^{-W/kT}\), far below the first grid point.

Using \(\log x\) as the variable near this end resolves the minimum, and evaluating \(\log(1-x)\) as `log1p(-x)` avoids rounding loss. A zero-temperature hull built from computed formation energies calls for a different caution: it contains no mixing entropy, and the pure elements are its end points by construction. Within this one-parameter mean-field model, any positive temperature gives each element some solubility for its partner.
